# Two coupled sites between equal leads: two perfect transmission peaks if the coupling exceeds half the broadening, one imperfect peak if it is smaller

An electron passes from a left lead to a right lead through two sites of equal energy, the first attached to the left lead and the second to the right. Interactions between electrons are left out, and each lead broadens its site by the same amount at all energies. At which energies is it transmitted best, and are these the levels of the isolated pair?

## Sites, leads and transmission

```lean
import Mathlib

open Matrix

namespace TwoSiteTransmission

noncomputable section
```

Three real numbers, in the same energy unit, describe the problem: the coupling \(t\) between the sites, the broadening \(G\) due to each lead, and the electron energy \(E\), measured from the common site energy. Many texts write \(\Gamma\) for this broadening and keep \(G\) for the Green function, which is \(g\) here. Lean numbers the sites 0 and 1.

```lean
/-- Hamiltonian of two degenerate sites at energy zero with coupling `t`. -/
def siteH (t : ℝ) : Matrix (Fin 2) (Fin 2) ℂ := !![0, (t : ℂ); (t : ℂ), 0]
```

The Hamiltonian \(H\) is a complex \(2\times2\) matrix with \(t\) off the diagonal, so the isolated levels are \(\pm t\). The notation `(t : ℂ)` treats the real number \(t\) as a complex one.

```lean
/-- Broadening matrix of the left lead, attached to the first site. -/
def gammaL (G : ℝ) : Matrix (Fin 2) (Fin 2) ℂ := !![(G : ℂ), 0; 0, 0]
```

\(\Gamma_L\) has the single entry \(G\) on site 0. Physically, \(G/\hbar\) is the rate at which an electron on that site would escape into its lead.

```lean
/-- Broadening matrix of the right lead, attached to the second site. -/
def gammaR (G : ℝ) : Matrix (Fin 2) (Fin 2) ℂ := !![0, 0; 0, (G : ℂ)]
```

\(\Gamma_R\) does the same on site 1, with equal strength.

```lean
/-- Retarded Green function `(E - H + i(Γ_L + Γ_R)/2)⁻¹`, meant for energies at which
this matrix is invertible. -/
def green (t G E : ℝ) : Matrix (Fin 2) (Fin 2) ℂ :=
  ((E : ℂ) • (1 : Matrix (Fin 2) (Fin 2) ℂ) - siteH t
    + (Complex.I / 2) • (gammaL G + gammaR G))⁻¹
```

This is \(g=(E-H+\tfrac{i}{2}(\Gamma_L+\Gamma_R))^{-1}\). Each lead enters only through a constant imaginary self-energy \(-iG/2\) (the wide-band limit).

```lean
/-- Transmission at energy `E`: the real part of the Caroli trace `Tr(Γ_L g Γ_R g†)`. -/
def transmission (t G E : ℝ) : ℝ :=
  (trace (gammaL G * green t G E * gammaR G * (green t G E)ᴴ)).re
```

The transmission is \(T(E)=\mathrm{Re}\,\mathrm{Tr}(\Gamma_L\,g\,\Gamma_R\,g^\dagger)\), where `ᴴ` is the conjugate transpose. The step from real leads and non-interacting electrons to this expression is taken as the definition and is not derived.

```lean
/-- The secular determinant `(E + iG/2)² - t²` of the pair with leads. -/
def secular (t G E : ℝ) : ℂ := ((E : ℂ) + Complex.I * G / 2) ^ 2 - (t : ℂ) ^ 2
```

The last definition is \(d(E)=(E+iG/2)^2-t^2\), the determinant of the matrix inverted in \(g\).

## From the trace to a formula

```lean
/-- For any matrix `g`, the Caroli trace is the real number `G² |g₀₁|²`: only propagation
between the two contacted sites counts. -/
theorem caroli_trace (G : ℝ) (g : Matrix (Fin 2) (Fin 2) ℂ) :
    trace (gammaL G * g * gammaR G * gᴴ) = ((G ^ 2 * ‖g 0 1‖ ^ 2 : ℝ) : ℂ) := by
  have h : trace (gammaL G * g * gammaR G * gᴴ) = G * g 0 1 * G * star (g 0 1) := by
    simp only [trace_fin_two, Matrix.mul_apply, Fin.sum_univ_two, conjTranspose_apply]
    simp [gammaL, gammaR]
  have hn : ((‖g 0 1‖ ^ 2 : ℝ) : ℂ) = g 0 1 * star (g 0 1) := by
    rw [Complex.sq_norm, ← Complex.mul_conj]
    rfl
  rw [h, Complex.ofReal_mul, hn]
  push_cast
  ring
```

Each broadening matrix has one nonzero entry, so for any matrix \(g\)
\[
\mathrm{Tr}(\Gamma_L g\Gamma_R g^\dagger)=G\,g_{01}\,G\,g_{01}^*=G^2|g_{01}|^2 .
\]
The trace is therefore real, and taking the real part loses nothing. In the proof, `h` expands the sums and `hn` turns \(g_{01}g_{01}^*\) into a squared modulus.

```lean
/-- The squared modulus of the secular determinant is a squared detuning from
`E² = t² - G²/4` plus the constant `G²t²`. -/
theorem norm_sq_secular (t G E : ℝ) :
    ‖secular t G E‖ ^ 2 = (E ^ 2 - (t ^ 2 - G ^ 2 / 4)) ^ 2 + G ^ 2 * t ^ 2 := by
  have h : secular t G E
      = ((E ^ 2 - G ^ 2 / 4 - t ^ 2 : ℝ) : ℂ) + ((E * G : ℝ) : ℂ) * Complex.I := by
    unfold secular
    push_cast
    linear_combination ((G : ℂ) ^ 2 / 4) * Complex.I_sq
  rw [h, Complex.sq_norm, Complex.normSq_add_mul_I]
  ring
```

Write \(s=t^2-G^2/4\). Expanding the square gives \(d=(E^2-s-G^2/2)+iEG\), hence
\[
|d|^2=(E^2-s)^2-G^2(E^2-s)+\tfrac{G^4}{4}+E^2G^2=(E^2-s)^2+G^2t^2 .
\]
Lean separates the real and imaginary parts in `h`, and `ring` does the remaining algebra.

```lean
/-- For `t, G > 0` the transmission is `G²t² / |(E + iG/2)² - t²|²`. -/
theorem transmission_eq {t G : ℝ} (ht : 0 < t) (hG : 0 < G) (E : ℝ) :
    transmission t G E = G ^ 2 * t ^ 2 / ‖secular t G E‖ ^ 2 := by
  have hd : secular t G E ≠ 0 := by
    intro h
    have h1 := norm_sq_secular t G E
    rw [h, norm_zero] at h1
    have h2 : 0 < G ^ 2 * t ^ 2 := by positivity
    nlinarith [sq_nonneg (E ^ 2 - (t ^ 2 - G ^ 2 / 4))]
  -- the explicit inverse of the 2 × 2 matrix
  have hg : green t G E = (secular t G E)⁻¹ •
      !![(E : ℂ) + Complex.I * G / 2, (t : ℂ); (t : ℂ), (E : ℂ) + Complex.I * G / 2] := by
    have hA : (E : ℂ) • (1 : Matrix (Fin 2) (Fin 2) ℂ) - siteH t
        + (Complex.I / 2) • (gammaL G + gammaR G)
        = !![(E : ℂ) + Complex.I * G / 2, -(t : ℂ);
             -(t : ℂ), (E : ℂ) + Complex.I * G / 2] := by
      ext i j
      fin_cases i <;> fin_cases j <;> simp [siteH, gammaL, gammaR] <;> ring
    unfold green
    rw [hA]
    apply Matrix.inv_eq_right_inv
    have hm : !![(E : ℂ) + Complex.I * G / 2, -(t : ℂ);
          -(t : ℂ), (E : ℂ) + Complex.I * G / 2]
        * !![(E : ℂ) + Complex.I * G / 2, (t : ℂ); (t : ℂ), (E : ℂ) + Complex.I * G / 2]
        = secular t G E • (1 : Matrix (Fin 2) (Fin 2) ℂ) := by
      ext i j
      fin_cases i <;> fin_cases j <;>
        simp [secular, Matrix.mul_apply, Fin.sum_univ_two] <;> ring
    rw [Matrix.mul_smul, hm, smul_smul, inv_mul_cancel₀ hd, one_smul]
  have he : green t G E 0 1 = (secular t G E)⁻¹ * (t : ℂ) := by
    rw [hg]
    simp
  unfold transmission
  rw [caroli_trace, Complex.ofReal_re, he, norm_mul, norm_inv, Complex.norm_real, mul_pow,
    Real.norm_eq_abs, sq_abs]
  ring
```

For \(t,G>0\) the previous line gives \(|d|^2\ge G^2t^2>0\), so the inverse exists at every real energy. With \(z=E+iG/2\),
\[
\begin{pmatrix}z&-t\\-t&z\end{pmatrix}\begin{pmatrix}z&t\\t&z\end{pmatrix}=d\begin{pmatrix}1&0\\0&1\end{pmatrix},
\]
so \(g_{01}=t/d\) and
\[
T(E)=\frac{G^2t^2}{|d|^2}=\frac{G^2t^2}{(E^2-s)^2+G^2t^2}.
\]
The steps `hd`, `hA`, `hm` and `he` are, in order, \(d\neq0\), the matrix to be inverted, the product above and the entry \(g_{01}\).

## Comparing energies

```lean
/-- For `t, G > 0`, one energy transmits at most as well as another exactly when its
detuning from `E² = t² - G²/4` is at least as large. -/
theorem transmission_le_iff {t G : ℝ} (ht : 0 < t) (hG : 0 < G) (x y : ℝ) :
    transmission t G x ≤ transmission t G y ↔
      (y ^ 2 - (t ^ 2 - G ^ 2 / 4)) ^ 2 ≤ (x ^ 2 - (t ^ 2 - G ^ 2 / 4)) ^ 2 := by
  rw [transmission_eq ht hG, transmission_eq ht hG, norm_sq_secular, norm_sq_secular,
    div_le_div_iff_of_pos_left (by positivity) (by positivity) (by positivity),
    add_le_add_iff_right]
```

The numerator and the term \(G^2t^2\) do not depend on energy. Hence \(T(x)\le T(y)\) exactly when \((y^2-s)^2\le(x^2-s)^2\).

```lean
/-- For `t, G > 0` the transmission never exceeds one, and it equals one exactly when
`E² = t² - G²/4`. -/
theorem transmission_le_one {t G : ℝ} (ht : 0 < t) (hG : 0 < G) (E : ℝ) :
    transmission t G E ≤ 1 ∧ (transmission t G E = 1 ↔ E ^ 2 = t ^ 2 - G ^ 2 / 4) := by
  have hp : 0 < (E ^ 2 - (t ^ 2 - G ^ 2 / 4)) ^ 2 + G ^ 2 * t ^ 2 := by positivity
  rw [transmission_eq ht hG, norm_sq_secular]
  refine ⟨?_, ?_⟩
  · rw [div_le_one hp]
    linarith [sq_nonneg (E ^ 2 - (t ^ 2 - G ^ 2 / 4))]
  · rw [div_eq_one_iff_eq hp.ne']
    constructor
    · intro h
      have h0 : (E ^ 2 - (t ^ 2 - G ^ 2 / 4)) ^ 2 = 0 := by linarith
      have h1 := (pow_eq_zero_iff two_ne_zero).1 h0
      linarith
    · intro h
      rw [h]
      ring
```

The denominator is at least \(G^2t^2\), so \(T\le1\), with equality exactly when \(E^2=s\). The symbol `↔` means "if and only if".

```lean
/-- For `t, G > 0`, a local maximum of the transmission lies at `E = 0` or at
`E² = t² - G²/4`. -/
theorem peak_condition {t G E : ℝ} (ht : 0 < t) (hG : 0 < G)
    (h : IsLocalMax (transmission t G) E) : E = 0 ∨ E ^ 2 = t ^ 2 - G ^ 2 / 4 := by
  -- a transmission peak is a local minimum of the squared detuning
  have hmin : IsLocalMin (fun x : ℝ =>
      (x * x - (t ^ 2 - G ^ 2 / 4)) * (x * x - (t ^ 2 - G ^ 2 / 4))) E := by
    refine Filter.Eventually.mono h fun x hx => ?_
    have h1 := (transmission_le_iff ht hG x E).1 hx
    show (E * E - (t ^ 2 - G ^ 2 / 4)) * (E * E - (t ^ 2 - G ^ 2 / 4))
      ≤ (x * x - (t ^ 2 - G ^ 2 / 4)) * (x * x - (t ^ 2 - G ^ 2 / 4))
    linarith
  have hu := ((hasDerivAt_id' E).fun_mul (hasDerivAt_id' E)).sub_const (t ^ 2 - G ^ 2 / 4)
  have h0 := hmin.hasDerivAt_eq_zero (hu.fun_mul hu)
  have h1 : E * (E ^ 2 - (t ^ 2 - G ^ 2 / 4)) = 0 := by linear_combination h0 / 4
  rcases mul_eq_zero.1 h1 with h2 | h2
  · exact Or.inl h2
  · exact Or.inr (by linarith)
```

`IsLocalMax` says that no energy in some neighbourhood of \(E\) transmits better; ties are allowed. By the comparison above, such an \(E\) is a local minimum of \((x^2-s)^2\), whose derivative must vanish there:
\[
4E(E^2-s)=0 .
\]
So \(E=0\) or \(E^2=s\). Lean writes \(x^2\) as `x * x` and applies the product rule.

## Strong coupling: two perfect peaks

```lean
/-- For `G > 0` and `t > G/2`, the energies of perfect transmission and the local maxima
are the same two points `±√(t² - G²/4)`, which lie strictly between `-t` and `t`. -/
theorem two_peaks {t G : ℝ} (hG : 0 < G) (h : G / 2 < t) :
    0 < √(t ^ 2 - G ^ 2 / 4) ∧ √(t ^ 2 - G ^ 2 / 4) < t ∧
    (∀ E, transmission t G E = 1 ↔
      E = √(t ^ 2 - G ^ 2 / 4) ∨ E = -√(t ^ 2 - G ^ 2 / 4)) ∧
    (∀ E, IsLocalMax (transmission t G) E ↔
      E = √(t ^ 2 - G ^ 2 / 4) ∨ E = -√(t ^ 2 - G ^ 2 / 4)) := by
  have ht : 0 < t := by linarith
  have hs : 0 < t ^ 2 - G ^ 2 / 4 := by nlinarith
  have hr := Real.sqrt_pos.2 hs
  have hr2 := Real.sq_sqrt hs.le
  have key : ∀ E : ℝ, E ^ 2 = t ^ 2 - G ^ 2 / 4 ↔
      E = √(t ^ 2 - G ^ 2 / 4) ∨ E = -√(t ^ 2 - G ^ 2 / 4) := by
    intro E
    rw [← sq_eq_sq_iff_eq_or_eq_neg, hr2]
  refine ⟨hr, ?_, fun E => (transmission_le_one ht hG E).2.trans (key E), fun E => ?_⟩
  · rw [Real.sqrt_lt' ht]
    linarith [pow_pos hG 2]
  rw [← key E]
  constructor
  · intro hE
    rcases peak_condition ht hG hE with h0 | h0
    · -- the centre is a dip: a nearby energy transmits better
      subst h0
      obtain ⟨ε, hε, hb⟩ := Metric.eventually_nhds_iff.1 hE
      obtain ⟨y, hy, hyε, hyr⟩ : ∃ y : ℝ, 0 < y ∧ y < ε ∧ y ≤ √(t ^ 2 - G ^ 2 / 4) :=
        ⟨min (ε / 2) (√(t ^ 2 - G ^ 2 / 4)), lt_min (by linarith) hr,
          lt_of_le_of_lt (min_le_left _ _) (by linarith), min_le_right _ _⟩
      have h1 := (transmission_le_iff ht hG y 0).1
        (hb (by rw [Real.dist_eq, sub_zero, abs_of_pos hy]; exact hyε))
      have h2 : y ^ 2 ≤ t ^ 2 - G ^ 2 / 4 := by
        rw [← hr2]
        exact pow_le_pow_left₀ hy.le hyr 2
      have h3 : 0 < y ^ 2 * (2 * (t ^ 2 - G ^ 2 / 4) - y ^ 2) :=
        mul_pos (pow_pos hy 2) (by linarith)
      exfalso
      linarith
    · exact h0
  · intro hE
    refine Filter.Eventually.of_forall fun x => ?_
    have h1 := (transmission_le_one ht hG E).2.2 hE
    rw [h1]
    exact (transmission_le_one ht hG x).1
```

If \(t>G/2>0\), then \(s>0\). The energies with \(T=1\) are \(\pm\sqrt s\); these are also the only local maxima, and they lie strictly between the levels \(\pm t\).

By `key`, \(E^2=s\) means \(E=\pm\sqrt s\). Both points are maxima because \(T=1\) there and \(T\le1\) everywhere. The other candidate, \(E=0\), fails: for \(0<y\le\sqrt s\),
\[
s^2-(y^2-s)^2=y^2(2s-y^2)>0 ,
\]
so \(y\) transmits better than the centre. Lean takes the radius \(\varepsilon\) of the supposed neighbourhood and picks \(y=\min(\varepsilon/2,\sqrt s)\).

## Weak coupling: one imperfect peak

```lean
/-- For `0 < t < G/2` the only local maximum of the transmission is `E = 0`; every other
energy transmits strictly less, and the transmission at `E = 0` is below one. -/
theorem one_peak {t G : ℝ} (ht : 0 < t) (h : t < G / 2) :
    (∀ E, IsLocalMax (transmission t G) E ↔ E = 0) ∧
    (∀ E, E ≠ 0 → transmission t G E < transmission t G 0) ∧ transmission t G 0 < 1 := by
  have hG : 0 < G := by linarith
  have hs : 0 < G ^ 2 / 4 - t ^ 2 := by nlinarith
  have hlt : ∀ E, E ≠ 0 → transmission t G E < transmission t G 0 := by
    intro E hE
    rw [← not_le, transmission_le_iff ht hG]
    intro h1
    have h2 : 0 < E ^ 2 := by positivity
    linarith [mul_pos h2 h2, mul_pos h2 hs]
  refine ⟨fun E => ⟨fun hE => ?_, fun hE => ?_⟩, hlt, ?_⟩
  · rcases peak_condition ht hG hE with h0 | h0
    · exact h0
    · exfalso
      linarith [sq_nonneg E]
  · subst hE
    refine Filter.Eventually.of_forall fun x => ?_
    by_cases hx : x = 0
    · rw [hx]
    · exact (hlt x hx).le
  · refine lt_of_le_of_ne (transmission_le_one ht hG 0).1 fun h1 => ?_
    have h2 := (transmission_le_one ht hG 0).2.1 h1
    linarith
```

If \(0<t<G/2\), then \(s<0\) and \(E^2=s\) has no real solution. For \(E\ne0\),
\[
(E^2-s)^2-s^2=E^4+2|s|E^2>0 ,
\]
so every other energy transmits strictly less than \(E=0\), which is the only local maximum. Its height is \(T(0)=G^2t^2/(t^2+G^2/4)^2<1\); Lean obtains the inequality from the fact that \(0=s\) is false.

The hypothesis \(t>0\) excludes a real failure. For \(t=0\), \(G=1\) the sites are disconnected and \(T=0\) at all energies, so every energy is a local maximum in the sense of `IsLocalMax`. The theorem thus needs \(t\neq0\). A negative coupling is not covered by the theorems, but it gives the same transmission as \(|t|\), because \(g_{01}=t/d\) and \(d\) depends only on \(t^2\).

At the boundary \(t=G/2\), which neither peak theorem includes, `transmission_le_one` gives \(T=1\) at \(E=0\) only.

## Transmission at the isolated levels

```lean
/-- For `t, G > 0`, the transmission is below one at every energy level of the isolated
pair, that is, at every real root of `det(E - H) = 0`. -/
theorem transmission_at_level {t G E : ℝ} (ht : 0 < t) (hG : 0 < G)
    (hE : ((E : ℂ) • (1 : Matrix (Fin 2) (Fin 2) ℂ) - siteH t).det = 0) :
    transmission t G E < 1 := by
  have hdet : ((E : ℂ) • (1 : Matrix (Fin 2) (Fin 2) ℂ) - siteH t).det
      = ((E ^ 2 - t ^ 2 : ℝ) : ℂ) := by
    rw [Matrix.det_fin_two]
    simp [siteH]
    ring
  rw [hdet, Complex.ofReal_eq_zero] at hE
  refine lt_of_le_of_ne (transmission_le_one ht hG E).1 fun h1 => ?_
  have h2 := (transmission_le_one ht hG E).2.1 h1
  linarith [pow_pos hG 2]

end

end TwoSiteTransmission
```

The hypothesis `hE` says that \(E\) is a level of the isolated pair, \(\det(E-H)=E^2-t^2=0\). Perfect transmission would need \(E^2=t^2-G^2/4\), which is impossible for \(G>0\). By hand, the value is \(T(\pm t)=16t^2/(16t^2+G^2)\), close to one when \(G\ll t\).

In Green function device simulation, transmission peaks are often read as energy levels. In this non-interacting two-site model with equal, constant broadenings, that reading underestimates the splitting \(2t\) when \(t>G/2\), and shows one peak for two levels when \(0<t<G/2\).

The transmission could also have been defined directly by \(G^2t^2/|d|^2\). The peak theorems would keep their wording, but the link to the Hamiltonian and the leads would then be an assumption.

```lean
#print axioms TwoSiteTransmission.two_peaks
#print axioms TwoSiteTransmission.one_peak
#print axioms TwoSiteTransmission.transmission_at_level
```

```
'TwoSiteTransmission.two_peaks' depends on axioms: [propext, Classical.choice, Quot.sound]
'TwoSiteTransmission.one_peak' depends on axioms: [propext, Classical.choice, Quot.sound]
'TwoSiteTransmission.transmission_at_level' depends on axioms: [propext, Classical.choice, Quot.sound]
```
